# The \(M_L = 1,\ M_S = 1\) block of d²: eigenvalues \(A-8B\) and \(A+7B\)

## Question

Take two d electrons with parallel spins. Write \(|m_1,m_2|\) for the determinant of the orbitals with these magnetic quantum numbers, and let \(A, B\) be the Racah parameters of the electron repulsion. Only the determinant \(|2,1|\) has \(M_L = 3\), so its diagonal repulsion energy \(A - 8B\) is the repulsion energy of ³F. At \(M_L = 1\) there are two determinants, \(|2,-1|\) and \(|0,1|\), with repulsion matrix
\[
H = \begin{pmatrix} A-2B & 3\sqrt6\,B \\ 3\sqrt6\,B & A+B \end{pmatrix}.
\]
Its trace is \(2A - B\), and removing \(A - 8B\) leaves \(A + 7B\) for ³P. How does one state and prove in Lean 4 with Mathlib that, for all real \(A, B\), the characteristic polynomial of \(H\) is \((X-(A-8B))(X-(A+7B))\) and that \((\sqrt3, -\sqrt2)\) is the ³F eigenvector?

## Answer

The diagonal sum rule in general says that the trace of any \((M_L, M_S)\) block is the sum of the energies of the terms with a component in it; the file proves this one d² instance by direct computation and not the general rule. In the single-configuration model, with one radial function for all five d orbitals and no spin–orbit coupling, it gives the free-ion ³F–³P separation \(15B\), a free-ion input to crystal-field calculations for d² ions.

### Modelling choices

Orbitals are indexed by `Fin 5`, and `mVal` assigns \(m = 2 - i\). The determinants \(|2,1|\), \(|2,-1|\), \(|0,1|\), \(|2,0|\) are therefore `slater 0 1`, `slater 0 3`, `slater 2 1`, `slater 0 2`.

The repulsion integral `coulomb` is the Slater–Condon expansion
\[
\langle ab|cd\rangle = \delta_{ac}\delta_{bd}F_0 + F_2\, g^{(2)}_{ac} g^{(2)}_{db} + F_4\, g^{(4)}_{ac} g^{(4)}_{db}
\]
when \(m_a + m_b = m_c + m_d\), and zero otherwise. Let \(c^k(m,m')\) be the angular (Gaunt) coefficients between d orbitals and \(F^k\) the Slater radial integrals; the superscript \(k\) is the multipole order and not a power. Then \(g^{(2)} = 7c^2\) and \(g^{(4)} = 21c^4\) are the tables `gaunt2` and `gaunt4`, and \(F_0 = F^0\), \(F_2 = F^2/49\) and \(F_4 = F^4/441\) are the reduced Slater integrals. The tables are entered as numbers and are not derived from spherical harmonics. The matrix element between parallel-spin determinants is defined as direct minus exchange (`antisym`), and \(A = F_0 - 49F_4\), \(B = F_2 - 5F_4\).

Spin has no variable of its own. For \(M_S = 1\) the spin function is symmetric, so a state is an antisymmetric real \(5\times5\) array, \((u\wedge v)_{ij} = u_i v_j - v_i u_j\) (`wedge`). The factor \(1/\sqrt2\) is left out of every determinant alike. A one-electron operator summed over both electrons acts as \(l\psi + \psi l^T\) (`totalOp`), and `lMinus`, `lPlus` carry the \(l = 2\) ladder elements \(2, \sqrt6, \sqrt6, 2\), all positive.

The order of orbitals inside the second determinant fixes a sign. With \(|1,0| = -|0,1|\) the off-diagonal element would be \(-3\sqrt6B\) and the eigenvector \((\sqrt3, +\sqrt2)\).

### Derivation by hand

The diagonal elements, direct minus exchange, are
\[
\begin{aligned}
E(2,1) &= (F_0 - 2F_2 - 4F_4) - (6F_2 + 5F_4) = F_0 - 8F_2 - 9F_4 = A - 8B,\\
E(2,-1) &= (F_0 - 2F_2 - 4F_4) - 35F_4 = F_0 - 2F_2 - 39F_4 = A - 2B,\\
E(0,1) &= (F_0 + 2F_2 - 24F_4) - (F_2 + 30F_4) = F_0 + F_2 - 54F_4 = A + B.
\end{aligned}
\]
For the off-diagonal element the direct integral is \((-2)(-\sqrt6)F_2 + \sqrt{15}(-2\sqrt{10})F_4 = 2\sqrt6F_2 - 10\sqrt6F_4\), and the exchange integral is \(\sqrt6(-1)F_2 + (-\sqrt5)(-\sqrt{30})F_4 = -\sqrt6F_2 + 5\sqrt6F_4\). Their difference is \(3\sqrt6(F_2 - 5F_4) = 3\sqrt6B\).

The trace and determinant are
\[
\operatorname{tr}H = 2A - B = (A-8B) + (A+7B),
\]
\[
\det H = (A-2B)(A+B) - 54B^2 = A^2 - AB - 56B^2 = (A-8B)(A+7B),
\]
and \(X^2 - (\operatorname{tr}H)X + \det H\) factors as claimed.

With \(\sqrt6\sqrt2 = 2\sqrt3\) and \(\sqrt6\sqrt3 = 3\sqrt2\),
\[
H\begin{pmatrix}\sqrt3\\-\sqrt2\end{pmatrix} = \begin{pmatrix}(A-2B)\sqrt3 - 6\sqrt3B\\ 9\sqrt2B - (A+B)\sqrt2\end{pmatrix} = (A-8B)\begin{pmatrix}\sqrt3\\-\sqrt2\end{pmatrix},
\]
and in the same way \(H(\sqrt2,\sqrt3) = ((A-2B)\sqrt2 + 9\sqrt2B,\ 6\sqrt3B + (A+B)\sqrt3) = (A+7B)(\sqrt2,\sqrt3)\).

The term labels come from the ladder operators, which act on one factor at a time. Since \(|1,1| = 0\),
\[
L_-|2,1| = 2|1,1| + \sqrt6|2,0| = \sqrt6|2,0|, \qquad L_-|2,0| = 2|1,0| + \sqrt6|2,-1|,
\]
\[
L_-^2|2,1| = 6|2,-1| - 2\sqrt6|0,1| = 2\sqrt3\,\bigl(\sqrt3|2,-1| - \sqrt2|0,1|\bigr).
\]
For raising, \(L_+|2,1| = 2|2,2| = 0\), \(L_+|2,-1| = \sqrt6|2,0|\) and \(L_+|0,1| = \sqrt6|1,1| + 2|0,2| = -2|2,0|\). The state \((\sqrt2,\sqrt3)\) is then raised to \((\sqrt{12} - 2\sqrt3)|2,0| = 0\).

### The file

```lean
import Mathlib

open Matrix
open Polynomial (X C)

namespace D2DiagonalSumRule

noncomputable section

/-- Magnetic quantum number of the d orbital with index `i`: indices 0 to 4 carry
m = 2, 1, 0, -1, -2. -/
def mVal (i : Fin 5) : ℤ := 2 - ((i.val : ℕ) : ℤ)

/-- The angular coefficients `7 c²(m, m')` of the d shell. -/
def gaunt2 : Matrix (Fin 5) (Fin 5) ℝ :=
  !![-2, √6, -2, 0, 0;
     -√6, 1, 1, -√6, 0;
     -2, -1, 2, -1, -2;
     0, -√6, 1, 1, -√6;
     0, 0, -2, √6, -2]

/-- The angular coefficients `21 c⁴(m, m')` of the d shell. -/
def gaunt4 : Matrix (Fin 5) (Fin 5) ℝ :=
  !![1, -√5, √15, -√35, √70;
     √5, -4, √30, -(2 * √10), √35;
     √15, -√30, 6, -√30, √15;
     √35, -(2 * √10), √30, -4, √5;
     √70, -√35, √15, -√5, 1]

/-- The repulsion integral `⟨ab|cd⟩` of d orbitals in the reduced Slater integrals
`F0, F2, F4`; it vanishes unless `m_a + m_b = m_c + m_d`. -/
def coulomb (F0 F2 F4 : ℝ) (a b c d : Fin 5) : ℝ :=
  if mVal a + mVal b = mVal c + mVal d then
    (if a = c ∧ b = d then F0 else 0) + F2 * (gaunt2 a c * gaunt2 d b)
      + F4 * (gaunt4 a c * gaunt4 d b)
  else 0

/-- Repulsion between the parallel-spin determinants `|a, b|` and `|c, d|`:
direct minus exchange integral. -/
def antisym (F0 F2 F4 : ℝ) (a b c d : Fin 5) : ℝ :=
  coulomb F0 F2 F4 a b c d - coulomb F0 F2 F4 a b d c

/-- The Racah parameter `A = F0 - 49 F4`. -/
def racahA (F0 F4 : ℝ) : ℝ := F0 - 49 * F4

/-- The Racah parameter `B = F2 - 5 F4`. -/
def racahB (F2 F4 : ℝ) : ℝ := F2 - 5 * F4

/-- The repulsion matrix over the parallel-spin determinants with orbital projections
`(2, -1)` and `(0, 1)`, that is orbital indices `(0, 3)` and `(2, 1)`. -/
def slaterBlock (F0 F2 F4 : ℝ) : Matrix (Fin 2) (Fin 2) ℝ :=
  !![antisym F0 F2 F4 0 3 0 3, antisym F0 F2 F4 0 3 2 1;
     antisym F0 F2 F4 2 1 0 3, antisym F0 F2 F4 2 1 2 1]

/-- The `M_L = 1`, `M_S = 1` block of d² written in the Racah parameters. -/
def racahBlock (A B : ℝ) : Matrix (Fin 2) (Fin 2) ℝ :=
  !![A - 2 * B, 3 * √6 * B; 3 * √6 * B, A + B]

/-- The coefficient vector `(√3, -√2)`. -/
def vecF : Fin 2 → ℝ := ![√3, -√2]

/-- The coefficient vector `(√2, √3)`. -/
def vecP : Fin 2 → ℝ := ![√2, √3]

/-- The d orbital with index `a` as a basis vector. -/
def orb (a : Fin 5) : Fin 5 → ℝ := fun i => if i = a then 1 else 0

/-- The antisymmetrised product of two one-electron states. -/
def wedge (u v : Fin 5 → ℝ) : Matrix (Fin 5) (Fin 5) ℝ :=
  Matrix.of fun i j => u i * v j - v i * u j

/-- The spatial part of the parallel-spin determinant `|a, b|`, without the factor `1/√2`. -/
def slater (a b : Fin 5) : Matrix (Fin 5) (Fin 5) ℝ := wedge (orb a) (orb b)

/-- The two-electron state with coefficients `v` on the determinants `(2, -1)` and `(0, 1)`. -/
def blockState (v : Fin 2 → ℝ) : Matrix (Fin 5) (Fin 5) ℝ :=
  v 0 • slater 0 3 + v 1 • slater 2 1

/-- The one-electron lowering operator for `l = 2`. -/
def lMinus : Matrix (Fin 5) (Fin 5) ℝ :=
  !![0, 0, 0, 0, 0; 2, 0, 0, 0, 0; 0, √6, 0, 0, 0; 0, 0, √6, 0, 0; 0, 0, 0, 2, 0]

/-- The one-electron raising operator for `l = 2`. -/
def lPlus : Matrix (Fin 5) (Fin 5) ℝ :=
  !![0, 2, 0, 0, 0; 0, 0, √6, 0, 0; 0, 0, 0, √6, 0; 0, 0, 0, 0, 2; 0, 0, 0, 0, 0]

/-- The sum `l(1) + l(2)` of a one-electron operator acting on a two-electron state. -/
def totalOp (l ψ : Matrix (Fin 5) (Fin 5) ℝ) : Matrix (Fin 5) (Fin 5) ℝ :=
  l * ψ + ψ * lᵀ

/-- The radical `√6` factors as `√2 √3`. -/
theorem sqrt_six : √6 = √2 * √3 := by
  rw [show (6 : ℝ) = 2 * 3 by norm_num, Real.sqrt_mul (by norm_num : (0 : ℝ) ≤ 2)]

/-- When the total projection is conserved, the repulsion integral is the sum of its
`F0`, `F2` and `F4` parts. -/
theorem coulomb_of (F0 F2 F4 : ℝ) (a b c d : Fin 5)
    (h : mVal a + mVal b = mVal c + mVal d) :
    coulomb F0 F2 F4 a b c d =
      (if a = c ∧ b = d then F0 else 0) + F2 * (gaunt2 a c * gaunt2 d b)
        + F4 * (gaunt4 a c * gaunt4 d b) := by
  unfold coulomb
  rw [if_pos h]

/-- The repulsion matrix over the determinants `(2, -1)` and `(0, 1)` is the Racah block
with `A = F0 - 49 F4` and `B = F2 - 5 F4`. -/
theorem slaterBlock_eq (F0 F2 F4 : ℝ) :
    slaterBlock F0 F2 F4 = racahBlock (racahA F0 F4) (racahB F2 F4) := by
  -- products of radicals that occur in the F4 part
  have h5 : √5 * √5 = 5 := Real.mul_self_sqrt (by norm_num)
  have h30 : √30 * √30 = 30 := Real.mul_self_sqrt (by norm_num)
  have h35 : √35 * √35 = 35 := Real.mul_self_sqrt (by norm_num)
  have s30 : √30 = √5 * √6 := by
    rw [show (30 : ℝ) = 5 * 6 by norm_num, Real.sqrt_mul (by norm_num : (0 : ℝ) ≤ 5)]
  have s15 : √15 = √5 * √3 := by
    rw [show (15 : ℝ) = 5 * 3 by norm_num, Real.sqrt_mul (by norm_num : (0 : ℝ) ≤ 5)]
  have s10 : √10 = √5 * √2 := by
    rw [show (10 : ℝ) = 5 * 2 by norm_num, Real.sqrt_mul (by norm_num : (0 : ℝ) ≤ 5)]
  have p1 : √5 * √30 = 5 * √6 := by
    rw [s30]
    linear_combination √6 * h5
  have p2 : √15 * √10 = 5 * √6 := by
    rw [s15, s10, sqrt_six]
    linear_combination √2 * √3 * h5
  have q1 : F4 * (√5 * √30) = F4 * (5 * √6) := by rw [p1]
  have q2 : F4 * (√15 * √10) = F4 * (5 * √6) := by rw [p2]
  have q30 : F4 * (√30 * √30) = F4 * 30 := by rw [h30]
  have q35 : F4 * (√35 * √35) = F4 * 35 := by rw [h35]
  -- the four matrix elements
  have e00 : antisym F0 F2 F4 0 3 0 3 = racahA F0 F4 - 2 * racahB F2 F4 := by
    rw [antisym, coulomb_of F0 F2 F4 0 3 0 3 (by decide),
      coulomb_of F0 F2 F4 0 3 3 0 (by decide)]
    simp [gaunt2, gaunt4, racahA, racahB]
    linarith [q35]
  have e01 : antisym F0 F2 F4 0 3 2 1 = 3 * √6 * racahB F2 F4 := by
    rw [antisym, coulomb_of F0 F2 F4 0 3 2 1 (by decide),
      coulomb_of F0 F2 F4 0 3 1 2 (by decide)]
    simp [gaunt2, gaunt4, racahB]
    linarith [q1, q2]
  have e10 : antisym F0 F2 F4 2 1 0 3 = 3 * √6 * racahB F2 F4 := by
    rw [antisym, coulomb_of F0 F2 F4 2 1 0 3 (by decide),
      coulomb_of F0 F2 F4 2 1 3 0 (by decide)]
    simp [gaunt2, gaunt4, racahB]
    linarith [q1, q2]
  have e11 : antisym F0 F2 F4 2 1 2 1 = racahA F0 F4 + racahB F2 F4 := by
    rw [antisym, coulomb_of F0 F2 F4 2 1 2 1 (by decide),
      coulomb_of F0 F2 F4 2 1 1 2 (by decide)]
    simp [gaunt2, gaunt4, racahA, racahB]
    linarith [q30]
  rw [slaterBlock, racahBlock, e00, e01, e10, e11]

/-- The determinant `(2, 1)` has diagonal repulsion energy `A - 8B`, and the trace of the
block minus this energy is `A + 7B`. -/
theorem diagonal_sum_rule (F0 F2 F4 : ℝ) :
    antisym F0 F2 F4 0 1 0 1 = racahA F0 F4 - 8 * racahB F2 F4 ∧
    (slaterBlock F0 F2 F4).trace - antisym F0 F2 F4 0 1 0 1
      = racahA F0 F4 + 7 * racahB F2 F4 := by
  have h5 : √5 * √5 = 5 := Real.mul_self_sqrt (by norm_num)
  have h6 : √6 * √6 = 6 := Real.mul_self_sqrt (by norm_num)
  have q5 : F4 * (√5 * √5) = F4 * 5 := by rw [h5]
  have q6 : F2 * (√6 * √6) = F2 * 6 := by rw [h6]
  have e : antisym F0 F2 F4 0 1 0 1 = racahA F0 F4 - 8 * racahB F2 F4 := by
    rw [antisym, coulomb_of F0 F2 F4 0 1 0 1 (by decide),
      coulomb_of F0 F2 F4 0 1 1 0 (by decide)]
    simp [gaunt2, gaunt4, racahA, racahB]
    linarith [q5, q6]
  refine ⟨e, ?_⟩
  rw [e, slaterBlock_eq, racahBlock, Matrix.trace_fin_two_of]
  ring

/-- The operator `l(1) + l(2)` acts on an antisymmetrised product one factor at a time. -/
theorem totalOp_wedge (l : Matrix (Fin 5) (Fin 5) ℝ) (u v : Fin 5 → ℝ) :
    totalOp l (wedge u v) = wedge (l *ᵥ u) v + wedge u (l *ᵥ v) := by
  ext i j
  simp only [totalOp, wedge, Matrix.add_apply, Matrix.mul_apply, Matrix.of_apply,
    Matrix.transpose_apply, Matrix.mulVec, dotProduct, Fin.sum_univ_five]
  ring

/-- The operator `l(1) + l(2)` is linear in the two-electron state. -/
theorem totalOp_lin (l x y : Matrix (Fin 5) (Fin 5) ℝ) (a b : ℝ) :
    totalOp l (a • x + b • y) = a • totalOp l x + b • totalOp l y := by
  unfold totalOp
  simp only [Matrix.mul_add, Matrix.add_mul, Matrix.mul_smul, Matrix.smul_mul, smul_add]
  module

/-- Lowering the determinant `(2, 1)` twice gives `2√3` times the state with coefficients
`(√3, -√2)` on the determinants `(2, -1)` and `(0, 1)`. -/
theorem lower_twice :
    totalOp lMinus (totalOp lMinus (slater 0 1)) = (2 * √3) • blockState vecF := by
  have h2 : √2 * √2 = 2 := Real.mul_self_sqrt (by norm_num)
  -- one-electron ladder steps
  have l0 : lMinus *ᵥ orb 0 = (2 : ℝ) • orb 1 := by
    funext i
    simp only [Matrix.mulVec, dotProduct, Fin.sum_univ_five]
    fin_cases i <;> simp [lMinus, orb]
  have l1 : lMinus *ᵥ orb 1 = √6 • orb 2 := by
    funext i
    simp only [Matrix.mulVec, dotProduct, Fin.sum_univ_five]
    fin_cases i <;> simp [lMinus, orb]
  have l2 : lMinus *ᵥ orb 2 = √6 • orb 3 := by
    funext i
    simp only [Matrix.mulVec, dotProduct, Fin.sum_univ_five]
    fin_cases i <;> simp [lMinus, orb]
  -- M_L = 3 to 2: the doubly occupied term vanishes
  have step1 : totalOp lMinus (slater 0 1) = √6 • slater 0 2 := by
    unfold slater
    rw [totalOp_wedge, l0, l1]
    ext i j
    simp only [wedge, Matrix.add_apply, Matrix.smul_apply, Matrix.of_apply, Pi.smul_apply,
      smul_eq_mul]
    ring
  -- M_L = 2 to 1
  have step2 : totalOp lMinus (slater 0 2) = √6 • slater 0 3 + (-2 : ℝ) • slater 2 1 := by
    unfold slater
    rw [totalOp_wedge, l0, l2]
    ext i j
    simp only [wedge, Matrix.add_apply, Matrix.smul_apply, Matrix.of_apply, Pi.smul_apply,
      smul_eq_mul]
    ring
  have hs : totalOp lMinus (√6 • slater 0 2) = √6 • totalOp lMinus (slater 0 2) := by
    unfold totalOp
    rw [Matrix.mul_smul, Matrix.smul_mul, smul_add]
  have hb : blockState vecF = √3 • slater 0 3 + (-√2) • slater 2 1 := by
    simp [blockState, vecF]
  rw [step1, hs, step2, hb]
  ext i j
  simp only [Matrix.add_apply, Matrix.smul_apply, smul_eq_mul]
  rw [sqrt_six]
  linear_combination (√3 * √3 * slater 0 3 i j) * h2

/-- The total raising operator annihilates the determinant `(2, 1)` and the state with
coefficients `(√2, √3)` on the determinants `(2, -1)` and `(0, 1)`. -/
theorem raise_eq_zero :
    totalOp lPlus (slater 0 1) = 0 ∧ totalOp lPlus (blockState vecP) = 0 := by
  have h2 : √2 * √2 = 2 := Real.mul_self_sqrt (by norm_num)
  have l0 : lPlus *ᵥ orb 0 = 0 := by
    funext i
    simp only [Matrix.mulVec, dotProduct, Fin.sum_univ_five]
    fin_cases i <;> simp [lPlus, orb]
  have l1 : lPlus *ᵥ orb 1 = (2 : ℝ) • orb 0 := by
    funext i
    simp only [Matrix.mulVec, dotProduct, Fin.sum_univ_five]
    fin_cases i <;> simp [lPlus, orb]
  have l2 : lPlus *ᵥ orb 2 = √6 • orb 1 := by
    funext i
    simp only [Matrix.mulVec, dotProduct, Fin.sum_univ_five]
    fin_cases i <;> simp [lPlus, orb]
  have l3 : lPlus *ᵥ orb 3 = √6 • orb 2 := by
    funext i
    simp only [Matrix.mulVec, dotProduct, Fin.sum_univ_five]
    fin_cases i <;> simp [lPlus, orb]
  -- both determinants of the block are raised to the determinant (2, 0)
  have r1 : totalOp lPlus (slater 0 3) = √6 • slater 0 2 := by
    unfold slater
    rw [totalOp_wedge, l0, l3]
    ext i j
    simp only [wedge, Matrix.add_apply, Matrix.smul_apply, Matrix.of_apply, Pi.smul_apply,
      Pi.zero_apply, smul_eq_mul]
    ring
  have r2 : totalOp lPlus (slater 2 1) = (-2 : ℝ) • slater 0 2 := by
    unfold slater
    rw [totalOp_wedge, l2, l1]
    ext i j
    simp only [wedge, Matrix.add_apply, Matrix.smul_apply, Matrix.of_apply, Pi.smul_apply,
      smul_eq_mul]
    ring
  have hb : blockState vecP = √2 • slater 0 3 + √3 • slater 2 1 := by
    simp [blockState, vecP]
  constructor
  · unfold slater
    rw [totalOp_wedge, l0, l1]
    ext i j
    simp only [wedge, Matrix.add_apply, Matrix.zero_apply, Matrix.of_apply, Pi.smul_apply,
      Pi.zero_apply, smul_eq_mul]
    ring
  · rw [hb, totalOp_lin, r1, r2]
    ext i j
    simp only [Matrix.add_apply, Matrix.smul_apply, Matrix.zero_apply, smul_eq_mul]
    rw [sqrt_six]
    linear_combination (√3 * slater 0 2 i j) * h2

/-- The block multiplies the vector `(√3, -√2)` by `A - 8B`. -/
theorem racahBlock_vecF (A B : ℝ) : racahBlock A B *ᵥ vecF = (A - 8 * B) • vecF := by
  have h2 : √2 * √2 = 2 := Real.mul_self_sqrt (by norm_num)
  have h3 : √3 * √3 = 3 := Real.mul_self_sqrt (by norm_num)
  have r0 : (A - 2 * B) * √3 + 3 * √6 * B * (-√2) = (A - 8 * B) * √3 := by
    rw [sqrt_six]
    linear_combination (-3 * √3 * B) * h2
  have r1 : 3 * √6 * B * √3 + (A + B) * (-√2) = (A - 8 * B) * (-√2) := by
    rw [sqrt_six]
    linear_combination (3 * √2 * B) * h3
  funext i
  simp only [Matrix.mulVec, dotProduct, Fin.sum_univ_two]
  fin_cases i
  · simp [racahBlock, vecF]
    linarith [r0]
  · simp [racahBlock, vecF]
    linarith [r1]

/-- The block multiplies the vector `(√2, √3)` by `A + 7B`. -/
theorem racahBlock_vecP (A B : ℝ) : racahBlock A B *ᵥ vecP = (A + 7 * B) • vecP := by
  have h2 : √2 * √2 = 2 := Real.mul_self_sqrt (by norm_num)
  have h3 : √3 * √3 = 3 := Real.mul_self_sqrt (by norm_num)
  have r0 : (A - 2 * B) * √2 + 3 * √6 * B * √3 = (A + 7 * B) * √2 := by
    rw [sqrt_six]
    linear_combination (3 * √2 * B) * h3
  have r1 : 3 * √6 * B * √2 + (A + B) * √3 = (A + 7 * B) * √3 := by
    rw [sqrt_six]
    linear_combination (3 * √3 * B) * h2
  funext i
  simp only [Matrix.mulVec, dotProduct, Fin.sum_univ_two]
  fin_cases i
  · simp [racahBlock, vecP]
    linarith [r0]
  · simp [racahBlock, vecP]
    linarith [r1]

/-- For `B ≠ 0` the block multiplies a vector by `A - 8B` exactly when the vector is a
multiple of `(√3, -√2)`. -/
theorem eigenspace_iff (A B : ℝ) (hB : B ≠ 0) (v : Fin 2 → ℝ) :
    racahBlock A B *ᵥ v = (A - 8 * B) • v ↔ ∃ c : ℝ, v = c • vecF := by
  constructor
  · intro hv
    have h2 : √2 * √2 = 2 := Real.mul_self_sqrt (by norm_num)
    have h0 := congrFun hv 0
    simp only [Matrix.mulVec, dotProduct, Fin.sum_univ_two] at h0
    simp [racahBlock] at h0
    -- the first row fixes the ratio of the components once B is cancelled
    have hprod : B * (2 * v 0 + √6 * v 1) = 0 := by linarith [h0]
    have key : 2 * v 0 + √6 * v 1 = 0 := (mul_eq_zero.mp hprod).resolve_left hB
    rw [sqrt_six] at key
    have hv1 : v 1 * (√2 * √2) = v 1 * 2 := by rw [h2]
    refine ⟨-(v 1 * √2 / 2), ?_⟩
    funext i
    fin_cases i
    · simp [vecF]
      linarith [key]
    · simp [vecF]
      linarith [hv1]
  · rintro ⟨c, rfl⟩
    rw [Matrix.mulVec_smul, racahBlock_vecF]
    exact smul_comm _ _ _

/-- For all real `A, B` the block has characteristic polynomial
`(X - (A - 8B)) (X - (A + 7B))` and multiplies `(√3, -√2)` by `A - 8B`; the state with these
coefficients, times `2√3`, is the twice lowered determinant `(2, 1)`. -/
theorem d2_block_spectrum (A B : ℝ) :
    (racahBlock A B).charpoly = (X - C (A - 8 * B)) * (X - C (A + 7 * B)) ∧
    racahBlock A B *ᵥ vecF = (A - 8 * B) • vecF ∧
    totalOp lMinus (totalOp lMinus (slater 0 1)) = (2 * √3) • blockState vecF := by
  refine ⟨?_, racahBlock_vecF A B, lower_twice⟩
  have h6 : √6 * √6 = 6 := Real.mul_self_sqrt (by norm_num)
  have hc : ∀ M : Matrix (Fin 2) (Fin 2) ℝ,
      M.charpoly = X ^ 2 - C M.trace * X + C M.det := by
    intro M
    exact Matrix.charpoly_fin_two M
  -- trace and determinant are the sum and the product of the two roots
  have ht : (racahBlock A B).trace = (A - 8 * B) + (A + 7 * B) := by
    rw [racahBlock, Matrix.trace_fin_two_of]
    ring
  have hd : (racahBlock A B).det = (A - 8 * B) * (A + 7 * B) := by
    rw [racahBlock, Matrix.det_fin_two_of]
    linear_combination (-9 * B ^ 2) * h6
  rw [hc, ht, hd]
  simp only [Polynomial.C_add, Polynomial.C_sub, Polynomial.C_mul]
  ring

end

end D2DiagonalSumRule
```

```lean
#print axioms D2DiagonalSumRule.raise_eq_zero
#print axioms D2DiagonalSumRule.racahBlock_vecP
#print axioms D2DiagonalSumRule.eigenspace_iff
#print axioms D2DiagonalSumRule.d2_block_spectrum
```

```
'D2DiagonalSumRule.raise_eq_zero' depends on axioms: [propext, Classical.choice, Quot.sound]
'D2DiagonalSumRule.racahBlock_vecP' depends on axioms: [propext, Classical.choice, Quot.sound]
'D2DiagonalSumRule.eigenspace_iff' depends on axioms: [propext, Classical.choice, Quot.sound]
'D2DiagonalSumRule.d2_block_spectrum' depends on axioms: [propext, Classical.choice, Quot.sound]
```

### Remarks

**The statement in words.** `d2_block_spectrum` takes arbitrary reals `A B` with no hypothesis and asserts three things. The characteristic polynomial \(\det(X - H)\) of `racahBlock A B` equals `(X - C (A - 8 * B)) * (X - C (A + 7 * B))`, where `C` embeds a real number as a constant polynomial and has nothing to do with the Racah parameter of that name. The block sends `vecF` to `(A - 8 * B) • vecF`. Lowering \(|2,1|\) twice gives `(2 * √3) • blockState vecF`, where `blockState` puts the two coefficients on \(|2,-1|\) and \(|0,1|\). The main theorem concerns the explicit matrix; `slaterBlock_eq` is the separate statement that this matrix is the repulsion block with `racahA F0 F4` and `racahB F2 F4`.

**What the labels rest on.** The file defines neither \(L^2\) nor \(L_z\) nor spin operators. It proves the lowering identity and, in `raise_eq_zero`, that \(L_+\) annihilates \(|2,1|\) and `blockState vecP`. Reading these as \(L = 3\) and \(L = 1\) uses the fact that a nonzero state of projection \(M\) annihilated by \(L_+\) has \(L = M\). The label ³F then passes from \(|2,1|\) to `blockState vecF` because \(L_-\) does not change \(L\). These two facts, and the commutation of the repulsion with \(L_\pm\), are physical background that the file does not prove. The equality of \(E(2,1)\) with the eigenvalue belonging to `vecF` is obtained by computing both.

**The case \(B = 0\).** `eigenspace_iff` assumes `hB : B ≠ 0` and says that \(Hv = (A-8B)v\) holds exactly for multiples of `vecF`. At \(B = 0\) the block is \(A\) times the identity, so \((1,0)\) satisfies the equation without lying on that line. The three assertions of the main theorem still hold there.

**How the proof follows the hand calculation.** `sqrt_six` supplies \(\sqrt6 = \sqrt2\sqrt3\). `coulomb_of` removes the selection rule once `decide` has checked the projections. In `slaterBlock_eq` the facts `e00`, `e01`, `e10`, `e11` are the four matrix elements: `simp` looks up the table entries and `linarith` closes each with the radical products, such as `p1` and `p2` for \(\sqrt5\sqrt{30} = \sqrt{15}\sqrt{10} = 5\sqrt6\). The element `e10` is computed independently, so the symmetry of the block is not assumed. `diagonal_sum_rule` computes \(E(2,1)\) the same way and subtracts it from the trace.

`totalOp_wedge` is the rule \(l(u\wedge v) = lu\wedge v + u\wedge lv\), checked entry by entry with `ring`, and `totalOp_lin` is linearity. In `lower_twice`, `step1` and `step2` are the two lowerings, and `ring` accounts for \(|1,1| = 0\) and \(|1,0| = -|0,1|\) through the definition of `wedge`. In `raise_eq_zero`, `r1` and `r2` are the two raisings to \(|2,0|\).

`racahBlock_vecF` and `racahBlock_vecP` prove the two rows as `r0` and `r1`. In `eigenspace_iff` the first row gives \(B(2v_0 + \sqrt6v_1) = 0\); cancelling \(B\) yields \(v = c\,(\sqrt3,-\sqrt2)\) with \(c = -v_1\sqrt2/2\). The main theorem uses `Matrix.charpoly_fin_two` for \(X^2 - (\operatorname{tr}H)X + \det H\), then `ht` and `hd` for the trace and determinant. In `hd`, `linear_combination (-9 * B ^ 2) * h6` is the step \((3\sqrt6B)^2 = 54B^2\).
